# Adding i ∑ P_n' P_n to H = ∑ E_n P_n keeps every level population constant

To steer a few-level system along its instantaneous levels in finite time, a simulation can add a correction to the Hamiltonian at each time step. In units with ħ = 1 the correction is iK, where K is built from the projectors P_n(t) onto the levels and their time derivatives P_n':

K = ∑ P_n' P_n.

For a closed, finite-dimensional system whose level projectors are differentiable, this correction suppresses transitions between levels at any driving speed.

## From orthogonality to constant populations

The P_n are Hermitian, satisfy P_n P_m = δ_nm P_n and sum to 1. A level may be degenerate, in which case its projector has rank above one. Let H = ∑ E_n P_n with real energies E_n, and set ħ = 1. Differentiating the orthogonality relation gives

P_n' P_m + P_n P_m' = δ_nm P_n'. (1)

Orthogonality also gives K P_m = ∑_n P_n' P_n P_m = P_m' P_m. For the other order, (1) with n and m exchanged reads P_m P_n' = δ_mn P_m' − P_m' P_n. Multiplying on the right by P_n, summing over n and using completeness gives

P_m K = P_m' P_m − P_m'.

Subtracting the two products yields

[K, P_m] = P_m'. (2)

The P_n' are Hermitian because the P_n are, and they sum to zero because the P_n sum to 1. With (1) at n = m,

K + K† = ∑ (P_n' P_n + P_n P_n') = ∑ P_n' = 0,

so K is anti-Hermitian and iK is Hermitian. If the energies are differentiable, the product rule and (2) give

H' = ∑ E_n P_n' + ∑ E_n' P_n = [K, H] + ∑ E_n' P_n. (3)

Equation (2) alone does not fix K, since any matrix commuting with all P_m may be added. The extra condition P_m X P_m = 0, meaning no rotation inside a level, does fix it. K satisfies it, because P_m K P_m = P_m' P_m − P_m' P_m = 0. Conversely, if [X, P_m] = P_m' and P_m X P_m = 0 for all m, multiplying the commutator on the right by P_m gives X P_m = P_m' P_m, and summing over m gives X = K.

Now let i ψ' = (H + iK) ψ. Then ψ' = Gψ with G = −iH + K and G† = −G, so

d/dt ⟨ψ, P_m ψ⟩ = ⟨ψ, (P_m' + P_m G − G P_m) ψ⟩ = ⟨ψ, (P_m' − [K, P_m] + i[H, P_m]) ψ⟩ = 0.

The first two terms cancel by (2), and H commutes with its own projectors.

## Computing K on a time grid

A code diagonalises H(t), collects orthonormal eigenvectors of level n as the columns of V_n and forms P_n = V_n V_n†. The arbitrary phases of the eigenvectors drop out of P_n, so neighbouring time steps can be differenced directly:

P_n' ≈ (P_n(t+δ) − P_n(t−δ)) / 2δ.

The labels must follow the same levels from step to step. The resulting K is anti-Hermitian only up to discretisation error, and replacing it by (K − K†)/2 keeps the drive Hermitian. For nondegenerate levels with eigenvectors |n⟩, the diagonal elements ⟨n|K|n⟩ vanish, and taking matrix elements of (3) gives the others without differenced projectors:

⟨m|K|n⟩ = ⟨m|H'|n⟩ / (E_n − E_m), m ≠ n.

## Matrices, projectors and the drive in Lean

The finite types `ι` and `d` label the levels and the basis states.

```lean
import Mathlib

open Matrix

namespace CounterdiabaticGenerator

noncomputable section

variable {ι d : Type*} [Fintype ι] [DecidableEq ι] [Fintype d] [DecidableEq d]
```

Time is real, and a matrix is differentiated entry by entry.

```lean
/-- The matrix-valued function `A` of time has derivative `A'` at `t`, entry by entry. -/
def HasEntryDerivAt (A : ℝ → Matrix d d ℂ) (A' : Matrix d d ℂ) (t : ℝ) : Prop :=
  ∀ i j, HasDerivAt (fun s => A s i j) (A' i j) t
```

The next structure holds the assumptions on the projectors. `P'` is supplied along with `P`, and the field `deriv` makes it the true derivative at every time. This smoothness is assumed, not derived from a smooth H; physically, it says that the level subspaces turn without jumps or kinks.

```lean
/-- Differentiable Hermitian projectors `P n t`, mutually orthogonal and summing to one at
every time, with time derivatives `P' n t`. -/
structure MovingProjectors (P P' : ι → ℝ → Matrix d d ℂ) : Prop where
  herm : ∀ n t, (P n t).IsHermitian
  orth : ∀ t n m, P n t * P m t = if n = m then P n t else 0
  complete : ∀ t, ∑ n, P n t = 1
  deriv : ∀ n t, HasEntryDerivAt (P n) (P' n t) t
```

The generator, the Hamiltonian and the drive follow the formulas above. Energies are real by type and may coincide or cross.

```lean
/-- The counterdiabatic generator `K = ∑ P_n' P_n`. -/
def generator (P P' : ι → ℝ → Matrix d d ℂ) (t : ℝ) : Matrix d d ℂ :=
  ∑ n, P' n t * P n t

/-- The Hamiltonian `H = ∑ E_n P_n` with real energies `E_n`. -/
def hamiltonian (P : ι → ℝ → Matrix d d ℂ) (E : ι → ℝ → ℝ) (t : ℝ) : Matrix d d ℂ :=
  ∑ n, (E n t : ℂ) • P n t

/-- The driven Hamiltonian `H + i K`, in units with `ħ = 1`. -/
def drive (P P' : ι → ℝ → Matrix d d ℂ) (E : ι → ℝ → ℝ) (t : ℝ) : Matrix d d ℂ :=
  hamiltonian P E t + Complex.I • generator P P' t
```

## The commutator and the moving Hamiltonian

Equation (1) is proved for each matrix entry. The product rule gives one derivative of the entry of P_n P_m; orthogonality identifies that entry with one of P_n or with zero, and uniqueness of derivatives does the rest.

```lean
variable {P P' : ι → ℝ → Matrix d d ℂ}

/-- Differentiated orthogonality of moving projectors: `P_n' P_m + P_n P_m' = δ_nm P_n'`. -/
theorem deriv_orthogonality (h : MovingProjectors P P') (t : ℝ) (n m : ι) :
    P' n t * P m t + P n t * P' m t = if n = m then P' n t else 0 := by
  ext i j
  have h1 : HasDerivAt (fun s => (P n s * P m s) i j)
      ((P' n t * P m t + P n t * P' m t) i j) t := by
    simp only [Matrix.mul_apply, Matrix.add_apply, ← Finset.sum_add_distrib]
    exact HasDerivAt.fun_sum fun k _ => (h.deriv n t i k).fun_mul (h.deriv m t k j)
  rcases eq_or_ne n m with rfl | hnm
  · simp only [h.orth, if_true] at h1
    rw [if_pos rfl]
    exact h1.unique (h.deriv n t i j)
  · simp only [h.orth, if_neg hnm, Matrix.zero_apply] at h1
    rw [if_neg hnm]
    exact h1.unique (hasDerivAt_const t (0 : ℂ))
```

Both products with K come next. The auxiliary statement `e` is the rearranged form of (1), multiplied by P_n.

```lean
/-- For moving projectors, `K P_m = P_m' P_m` and `P_m K = P_m' P_m - P_m'`. -/
theorem generator_products (h : MovingProjectors P P') (t : ℝ) (m : ι) :
    generator P P' t * P m t = P' m t * P m t ∧
      P m t * generator P P' t = P' m t * P m t - P' m t := by
  constructor
  · simp only [generator, Finset.sum_mul, mul_assoc, h.orth]
    simp
  · have e : ∀ n, P m t * (P' n t * P n t) =
        (if m = n then P' m t * P n t else 0) - P' m t * P n t := by
      intro n
      have hq : P n t * P n t = P n t := by simpa using h.orth t n n
      rw [← mul_assoc, eq_sub_of_add_eq' (deriv_orthogonality h t m n), sub_mul, mul_assoc,
        hq, ite_mul, zero_mul]
    rw [generator, Finset.mul_sum, Finset.sum_congr rfl fun n _ => e n,
      Finset.sum_sub_distrib, ← Finset.mul_sum, h.complete, mul_one]
    simp
```

For anti-Hermiticity, `hh` states that each P_n' is Hermitian and `hz` that they sum to zero. The final line applies (1) at equal indices.

```lean
/-- The generator of moving projectors is anti-Hermitian. -/
theorem generator_antiHermitian (h : MovingProjectors P P') (t : ℝ) :
    (generator P P' t)ᴴ = -generator P P' t := by
  -- the derivative of a Hermitian projector is Hermitian
  have hh : ∀ n, (P' n t)ᴴ = P' n t := by
    intro n
    ext i j
    have h1 : HasDerivAt (fun s => star (P n s j i)) (star (P' n t j i)) t :=
      (h.deriv n t j i).star
    have e : (fun s => star (P n s j i)) = fun s => P n s i j :=
      funext fun s => (h.herm n s).apply i j
    rw [e] at h1
    exact h1.unique (h.deriv n t i j)
  -- the derivatives sum to zero by completeness
  have hz : ∑ n, P' n t = 0 := by
    ext i j
    have h1 : HasDerivAt (fun s => ∑ n, P n s i j) (∑ n, P' n t i j) t :=
      HasDerivAt.fun_sum fun n _ => h.deriv n t i j
    have e : (fun s => ∑ n, P n s i j) = fun _ => (1 : Matrix d d ℂ) i j := by
      funext s
      rw [← h.complete s, Matrix.sum_apply]
    rw [e] at h1
    rw [Matrix.sum_apply]
    exact h1.unique (hasDerivAt_const t _)
  rw [eq_neg_iff_add_eq_zero, ← hz, generator, Matrix.conjTranspose_sum,
    ← Finset.sum_add_distrib]
  refine Finset.sum_congr rfl fun n _ => ?_
  rw [Matrix.conjTranspose_mul, hh, (h.herm n t).eq, add_comm]
  simpa using deriv_orthogonality h t n n
```

Equation (2) is the difference of the two products.

```lean
/-- The generator moves each of the projectors: `[K, P_m] = P_m'`. -/
theorem generator_commutator (h : MovingProjectors P P') (t : ℝ) (m : ι) :
    generator P P' t * P m t - P m t * generator P P' t = P' m t := by
  rw [(generator_products h t m).1, (generator_products h t m).2]
  abel
```

Equation (3) needs the energies to be differentiable only at the time considered. In the proof, `hc` rewrites [K, H] as ∑ E_n P_n'.

```lean
/-- For moving projectors and differentiable energies, `H = ∑ E_n P_n` obeys
`H' = [K, H] + ∑ E_n' P_n`. -/
theorem hamiltonian_deriv (h : MovingProjectors P P') {E : ι → ℝ → ℝ} {E' : ι → ℝ} {t : ℝ}
    (hE : ∀ n, HasDerivAt (E n) (E' n) t) :
    HasEntryDerivAt (hamiltonian P E)
      (generator P P' t * hamiltonian P E t - hamiltonian P E t * generator P P' t
        + ∑ n, (E' n : ℂ) • P n t) t := by
  have hc : generator P P' t * hamiltonian P E t - hamiltonian P E t * generator P P' t
      = ∑ n, (E n t : ℂ) • P' n t := by
    simp only [hamiltonian, Finset.mul_sum, Finset.sum_mul, Matrix.mul_smul, Matrix.smul_mul,
      ← Finset.sum_sub_distrib, ← smul_sub, generator_commutator h]
  intro i j
  rw [hc]
  have h1 : HasDerivAt (fun s => ∑ n, (E n s : ℂ) * P n s i j)
      (∑ n, ((E' n : ℂ) * P n t i j + (E n t : ℂ) * P' n t i j)) t :=
    HasDerivAt.fun_sum fun n _ => (hE n).ofReal_comp.fun_mul (h.deriv n t i j)
  convert h1 using 1
  · funext s
    simp [hamiltonian, Matrix.sum_apply]
  · simp [Matrix.sum_apply, Finset.sum_add_distrib, add_comm]
```

## Uniqueness and transitionless driving

The equivalence covers every complex matrix `X`, with no Hermiticity assumed.

```lean
/-- For moving projectors, `K` is the only matrix `X` with `[X, P_m] = P_m'` and no block
inside any level, `P_m X P_m = 0`. -/
theorem eq_generator_iff (h : MovingProjectors P P') (t : ℝ) (X : Matrix d d ℂ) :
    X = generator P P' t ↔
      ∀ m, X * P m t - P m t * X = P' m t ∧ P m t * X * P m t = 0 := by
  have hq : ∀ m, P m t * P m t = P m t := fun m => by simpa using h.orth t m m
  constructor
  · rintro rfl m
    refine ⟨generator_commutator h t m, ?_⟩
    rw [(generator_products h t m).2, sub_mul, mul_assoc, hq, sub_self]
  · intro hX
    -- each column block of X is fixed, and the blocks add up to X
    have e : ∀ m, X * P m t = P' m t * P m t := by
      intro m
      rw [← (hX m).1, sub_mul, (hX m).2, sub_zero, mul_assoc, hq]
    rw [generator, ← Finset.sum_congr rfl fun m _ => e m, ← Finset.mul_sum, h.complete,
      mul_one]
```

The drive is Hermitian because H is Hermitian and K anti-Hermitian.

```lean
/-- For moving projectors and real energies the driven Hamiltonian `H + i K` is Hermitian. -/
theorem drive_isHermitian (h : MovingProjectors P P') (E : ι → ℝ → ℝ) (t : ℝ) :
    (drive P P' E t).IsHermitian := by
  have hH : (hamiltonian P E t)ᴴ = hamiltonian P E t := by
    simp [hamiltonian, Matrix.conjTranspose_sum, Matrix.conjTranspose_smul, (h.herm _ t).eq]
  rw [Matrix.IsHermitian, drive, Matrix.conjTranspose_add, Matrix.conjTranspose_smul, hH,
    generator_antiHermitian h]
  simp
```

A product rule for ⟨ψ, A ψ⟩ prepares the population argument; `star` conjugates the left-hand vector.

```lean
omit [DecidableEq d] in
/-- Product rule for `⟨ψ, A ψ⟩` when the state and the matrix are both differentiable. -/
theorem expectation_deriv {A : ℝ → Matrix d d ℂ} {A' : Matrix d d ℂ} {ψ : ℝ → d → ℂ}
    {w : d → ℂ} {t : ℝ} (hA : HasEntryDerivAt A A' t)
    (hψ : ∀ i, HasDerivAt (fun s => ψ s i) (w i) t) :
    HasDerivAt (fun s => star (ψ s) ⬝ᵥ (A s *ᵥ ψ s))
      (star w ⬝ᵥ (A t *ᵥ ψ t) + star (ψ t) ⬝ᵥ (A' *ᵥ ψ t + A t *ᵥ w)) t := by
  have hv : ∀ i, HasDerivAt (fun s => (A s *ᵥ ψ s) i) ((A' *ᵥ ψ t + A t *ᵥ w) i) t := by
    intro i
    simp only [Matrix.mulVec, dotProduct, Pi.add_apply, ← Finset.sum_add_distrib]
    exact HasDerivAt.fun_sum fun k _ => (hA i k).fun_mul (hψ k)
  unfold dotProduct
  rw [← Finset.sum_add_distrib]
  exact HasDerivAt.fun_sum fun i _ => (hψ i).star.fun_mul (hv i)
```

The population theorem takes a solution ψ of the Schrödinger equation as given and places no continuity condition on the energies. For a unit vector the conserved quantity is the population itself. For any other nonzero ψ, divide by ⟨ψ, ψ⟩, which is constant too, being the sum of the conserved quantities over all levels. In the proof, `hG` is G† = −G, `c1` and `c2` express that H commutes with P_m, and `hz` is the cancellation in the last step of the derivation. A function whose derivative vanishes everywhere is constant.

```lean
/-- Transitionless driving: if `i ψ' = (H + i K) ψ` at all times, for moving projectors and real
energies, then `⟨ψ, P_m ψ⟩` is constant for every level `m`. When `ψ` is a unit vector, this is the
population of the level. -/
theorem population_constant (h : MovingProjectors P P') (E : ι → ℝ → ℝ) {ψ : ℝ → d → ℂ}
    (hψ : ∀ t i, HasDerivAt (fun s => ψ s i)
      (-Complex.I * (drive P P' E t *ᵥ ψ t) i) t) (m : ι) (t₁ t₂ : ℝ) :
    star (ψ t₁) ⬝ᵥ (P m t₁ *ᵥ ψ t₁) = star (ψ t₂) ⬝ᵥ (P m t₂ *ᵥ ψ t₂) := by
  have key : ∀ t, HasDerivAt (fun s => star (ψ s) ⬝ᵥ (P m s *ᵥ ψ s)) 0 t := by
    intro t
    have hw : ∀ i, HasDerivAt (fun s => ψ s i)
        ((((-Complex.I) • drive P P' E t) *ᵥ ψ t) i) t := by
      intro i
      rw [Matrix.smul_mulVec]
      exact hψ t i
    have hG : ((-Complex.I) • drive P P' E t)ᴴ = -((-Complex.I) • drive P P' E t) := by
      rw [Matrix.conjTranspose_smul, (drive_isHermitian h E t).eq]
      simp
    have hG' : (-Complex.I) • drive P P' E t
        = (-Complex.I) • hamiltonian P E t + generator P P' t := by
      rw [drive, smul_add, smul_smul]
      simp
    -- the Hamiltonian commutes with its own projectors
    have c1 : hamiltonian P E t * P m t = (E m t : ℂ) • P m t := by
      simp [hamiltonian, Finset.sum_mul, h.orth]
    have c2 : P m t * hamiltonian P E t = (E m t : ℂ) • P m t := by
      simp [hamiltonian, Finset.mul_sum, h.orth]
    have hz : -((-Complex.I) • drive P P' E t) * P m t
        + (P' m t + P m t * ((-Complex.I) • drive P P' E t)) = 0 := by
      rw [hG', ← generator_commutator h t m]
      simp only [neg_mul, add_mul, mul_add, smul_mul_assoc, mul_smul_comm, c1, c2]
      abel
    refine (expectation_deriv (h.deriv m t) hw).congr_deriv ?_
    rw [Matrix.star_mulVec, hG, ← Matrix.dotProduct_mulVec, Matrix.mulVec_mulVec,
      Matrix.mulVec_mulVec, ← Matrix.add_mulVec, ← dotProduct_add, ← Matrix.add_mulVec, hz,
      Matrix.zero_mulVec, dotProduct_zero]
  exact is_const_of_deriv_eq_zero (fun t => (key t).differentiableAt)
    (fun t => (key t).deriv) t₁ t₂
```

## A frame rotating in the plane

A real orthonormal frame turning at unit angular velocity gives a concrete two-level case.

```lean
/-- A rotating orthonormal frame in two dimensions; row `n` is the vector `n`. -/
def frame (t : ℝ) : Matrix (Fin 2) (Fin 2) ℂ :=
  !![Complex.cos t, Complex.sin t; -Complex.sin t, Complex.cos t]

/-- The velocity of the rotating frame. -/
def frameVel (t : ℝ) : Matrix (Fin 2) (Fin 2) ℂ :=
  !![-Complex.sin t, Complex.cos t; -Complex.cos t, -Complex.sin t]

/-- The projector onto vector `n` of the rotating frame. -/
def rotP (n : Fin 2) (t : ℝ) : Matrix (Fin 2) (Fin 2) ℂ :=
  Matrix.of fun i j => frame t n i * frame t n j

/-- The velocity of the projector onto vector `n` of the rotating frame. -/
def rotP' (n : Fin 2) (t : ℝ) : Matrix (Fin 2) (Fin 2) ℂ :=
  Matrix.of fun i j => frameVel t n i * frame t n j + frame t n i * frameVel t n j
```

Here K does not depend on time, and the correction iK is the Pauli matrix σ_y. The proof checks the four properties of the projectors and then the entries of K, using sin² + cos² = 1.

```lean
/-- The projectors of the rotating frame are moving projectors, and their generator is the
constant matrix with rows `(0, -1)` and `(1, 0)`. -/
theorem movingProjectors_witness :
    MovingProjectors rotP rotP' ∧ ∀ t, generator rotP rotP' t = !![0, -1; 1, 0] := by
  refine ⟨⟨?_, ?_, ?_, ?_⟩, ?_⟩
  · intro n t
    have hr : ∀ i, star (frame t n i) = frame t n i := by
      intro i
      fin_cases n <;> fin_cases i <;>
        simp [frame, ← Complex.cos_conj, ← Complex.sin_conj]
    ext i j
    change star (frame t n j * frame t n i) = frame t n i * frame t n j
    rw [star_mul, hr, hr]
  · intro t n m
    have h1 := Complex.sin_sq_add_cos_sq (t : ℂ)
    have ho : ∑ k, frame t n k * frame t m k = if n = m then 1 else 0 := by
      fin_cases n <;> fin_cases m <;> simp [frame, Fin.sum_univ_two] <;> grind
    ext i j
    have e : (rotP n t * rotP m t) i j
        = frame t n i * (∑ k, frame t n k * frame t m k) * frame t m j := by
      simp only [Matrix.mul_apply, rotP, Matrix.of_apply, Fin.sum_univ_two]
      ring
    rw [e, ho]
    split_ifs with hnm
    · subst hnm
      simp [rotP]
    · simp
  · intro t
    have h1 := Complex.sin_sq_add_cos_sq (t : ℂ)
    ext i j
    fin_cases i <;> fin_cases j <;> simp [rotP, frame, Fin.sum_univ_two] <;> grind
  · intro n t i j
    have hc := (Complex.hasDerivAt_cos (t : ℂ)).comp_ofReal
    have hs := (Complex.hasDerivAt_sin (t : ℂ)).comp_ofReal
    have hf : ∀ k, HasDerivAt (fun s => frame s n k) (frameVel t n k) t := by
      intro k
      fin_cases n <;> fin_cases k
      · exact hc
      · exact hs
      · exact hs.fun_neg
      · exact hc
    exact (hf i).fun_mul (hf j)
  · intro t
    have h1 := Complex.sin_sq_add_cos_sq (t : ℂ)
    ext i j
    fin_cases i <;> fin_cases j <;>
      simp [generator, rotP, rotP', frame, frameVel, Matrix.mul_apply, Fin.sum_univ_two] <;>
      grind

end

end CounterdiabaticGenerator
```

```lean
#print axioms CounterdiabaticGenerator.hamiltonian_deriv
-- 'CounterdiabaticGenerator.hamiltonian_deriv' depends on axioms: [propext, Classical.choice, Quot.sound]
#print axioms CounterdiabaticGenerator.eq_generator_iff
-- 'CounterdiabaticGenerator.eq_generator_iff' depends on axioms: [propext, Classical.choice, Quot.sound]
#print axioms CounterdiabaticGenerator.population_constant
-- 'CounterdiabaticGenerator.population_constant' depends on axioms: [propext, Classical.choice, Quot.sound]
```
